# A free-energy bound for damped Gibbs updates on a finite spectrum

A system with finitely many fixed energy levels starts with populations that are not thermal, and an iteration moves them towards the Gibbs weights by a damped step in the logarithm. How far above equilibrium can the free energy still be after n steps?

```lean
import Mathlib

open Filter Topology

namespace DampedGibbsIteration

noncomputable section

variable {ι : Type*} [Fintype ι]

/-- The partition function of the spectrum `E` at inverse temperature `b`. -/
def partitionFn (b : ℝ) (E : ι → ℝ) : ℝ := ∑ j, Real.exp (-b * E j)

/-- The Gibbs weights of the spectrum `E` at inverse temperature `b`. -/
def gibbs (b : ℝ) (E : ι → ℝ) (i : ι) : ℝ := Real.exp (-b * E i) / partitionFn b E

/-- The free-energy functional: mean energy minus temperature times entropy. -/
def freeEnergy (b : ℝ) (E p : ι → ℝ) : ℝ :=
  ∑ i, p i * E i + (1 / b) * ∑ i, p i * Real.log (p i)

/-- The equilibrium free energy `F = -(1/b) ln Z`. -/
def equilibriumFreeEnergy (b : ℝ) (E : ι → ℝ) : ℝ := -(1 / b) * Real.log (partitionFn b E)

/-- The relative entropy `D(p, r)` of the populations `p` with respect to `r`. -/
def relEntropy (p r : ι → ℝ) : ℝ := ∑ i, p i * (Real.log (p i) - Real.log (r i))

/-- Strictly positive populations that sum to one. -/
def IsPosProb (p : ι → ℝ) : Prop := (∀ i, 0 < p i) ∧ ∑ i, p i = 1

/-- The unnormalised updated weight `p^(1-s) exp(-s b E)` of a level. -/
def dampedWeight (b s : ℝ) (E p : ι → ℝ) (i : ι) : ℝ :=
  p i ^ (1 - s) * Real.exp (-s * b * E i)

/-- One damped multiplicative update, normalised to total population one. -/
def dampedStep (b s : ℝ) (E p : ι → ℝ) (i : ι) : ℝ :=
  dampedWeight b s E p i / ∑ j, dampedWeight b s E p j

/-- The populations after `n` damped updates of `p₀`. -/
def dampedIter (b s : ℝ) (E p₀ : ι → ℝ) : ℕ → ι → ℝ
  | 0 => p₀
  | n + 1 => dampedStep b s E (dampedIter b s E p₀ n)

/-- Dividing positive weights by their sum gives positive normalised populations. -/
lemma isPosProb_normalise [Nonempty ι] {w : ι → ℝ} (hw : ∀ i, 0 < w i) :
    IsPosProb (fun i => w i / ∑ j, w j) := by
  have hS : 0 < ∑ j, w j := Finset.sum_pos (fun i _ => hw i) Finset.univ_nonempty
  refine ⟨fun i => div_pos (hw i) hS, ?_⟩
  rw [← Finset.sum_div]
  exact div_self hS.ne'

lemma gibbs_isPosProb [Nonempty ι] (b : ℝ) (E : ι → ℝ) : IsPosProb (gibbs b E) :=
  isPosProb_normalise (fun i => Real.exp_pos (-b * E i))

lemma log_gibbs [Nonempty ι] (b : ℝ) (E : ι → ℝ) (i : ι) :
    Real.log (gibbs b E i) = -b * E i - Real.log (partitionFn b E) := by
  have hZ : 0 < partitionFn b E :=
    Finset.sum_pos (fun i _ => Real.exp_pos _) Finset.univ_nonempty
  unfold gibbs
  rw [Real.log_div (Real.exp_pos _).ne' hZ.ne', Real.log_exp]

lemma dampedWeight_pos (b s : ℝ) (E : ι → ℝ) {p : ι → ℝ} (hp : IsPosProb p) (i : ι) :
    0 < dampedWeight b s E p i :=
  mul_pos (Real.rpow_pos_of_pos (hp.1 i) _) (Real.exp_pos _)

/-- Damped updates keep the populations positive and normalised. -/
theorem dampedIter_isPosProb [Nonempty ι] (b s : ℝ) (E : ι → ℝ) {p₀ : ι → ℝ}
    (hp : IsPosProb p₀) (n : ℕ) : IsPosProb (dampedIter b s E p₀ n) := by
  induction n with
  | zero => exact hp
  | succ n ih => exact isPosProb_normalise (dampedWeight_pos b s E ih)

/-- The relative entropy of positive normalised populations is nonnegative. -/
theorem relEntropy_nonneg {p r : ι → ℝ} (hp : IsPosProb p) (hr : IsPosProb r) :
    0 ≤ relEntropy p r := by
  have h : ∑ i, (p i - r i) ≤ relEntropy p r := by
    refine Finset.sum_le_sum fun i _ => ?_
    have h1 := Real.log_le_sub_one_of_pos (div_pos (hr.1 i) (hp.1 i))
    rw [Real.log_div (hr.1 i).ne' (hp.1 i).ne'] at h1
    have h2 := mul_le_mul_of_nonneg_left h1 (hp.1 i).le
    have h3 : p i * (r i / p i - 1) = r i - p i := by
      rw [mul_sub, mul_div_cancel₀ _ (hp.1 i).ne', mul_one]
    linarith
  rw [Finset.sum_sub_distrib, hp.2, hr.2, sub_self] at h
  exact h

/-- The free-energy excess of normalised populations is the temperature times their
relative entropy with respect to the Gibbs weights. -/
theorem excess_eq_relEntropy [Nonempty ι] {b : ℝ} (hb : b ≠ 0) (E : ι → ℝ) {p : ι → ℝ}
    (hp : ∑ i, p i = 1) :
    freeEnergy b E p - equilibriumFreeEnergy b E = (1 / b) * relEntropy p (gibbs b E) := by
  have hD : relEntropy p (gibbs b E) = ∑ i, p i * Real.log (p i) + b * ∑ i, p i * E i
      + Real.log (partitionFn b E) := by
    have hc : ∑ i, p i * Real.log (partitionFn b E) = Real.log (partitionFn b E) := by
      rw [← Finset.sum_mul, hp, one_mul]
    rw [← hc, Finset.mul_sum, ← Finset.sum_add_distrib, ← Finset.sum_add_distrib]
    refine Finset.sum_congr rfl fun i _ => ?_
    rw [log_gibbs]
    ring
  have hb' : 1 / b * b = 1 := one_div_mul_cancel hb
  rw [hD]
  unfold freeEnergy equilibriumFreeEnergy
  linear_combination (-(∑ i, p i * E i)) * hb'

/-- After `n` updates the differences between levels of `ln (p/q)`, with `q` the Gibbs
weights, are `(1-s)^n` times their initial values. -/
theorem log_deviation_dampedIter [Nonempty ι] (b s : ℝ) (E : ι → ℝ) {p₀ : ι → ℝ}
    (hp : IsPosProb p₀) (n : ℕ) (i j : ι) :
    (Real.log (dampedIter b s E p₀ n i) - Real.log (gibbs b E i))
      - (Real.log (dampedIter b s E p₀ n j) - Real.log (gibbs b E j))
    = (1 - s) ^ n * ((Real.log (p₀ i) - Real.log (gibbs b E i))
      - (Real.log (p₀ j) - Real.log (gibbs b E j))) := by
  induction n with
  | zero => simp [dampedIter]
  | succ n ih =>
    have hn := dampedIter_isPosProb b s E hp n
    have hS : 0 < ∑ k, dampedWeight b s E (dampedIter b s E p₀ n) k :=
      Finset.sum_pos (fun k _ => dampedWeight_pos b s E hn k) Finset.univ_nonempty
    -- the logarithm of one update is affine in the old logarithm and the energy
    have hl : ∀ k, Real.log (dampedIter b s E p₀ (n + 1) k)
        = (1 - s) * Real.log (dampedIter b s E p₀ n k) + -s * b * E k
          - Real.log (∑ k, dampedWeight b s E (dampedIter b s E p₀ n) k) := by
      intro k
      change Real.log (dampedWeight b s E (dampedIter b s E p₀ n) k / _) = _
      rw [Real.log_div (dampedWeight_pos b s E hn k).ne' hS.ne']
      congr 1
      unfold dampedWeight
      rw [Real.log_mul (Real.rpow_pos_of_pos (hn.1 k) _).ne' (Real.exp_pos _).ne',
        Real.log_rpow (hn.1 k), Real.log_exp]
    rw [hl i, hl j, pow_succ]
    simp only [log_gibbs] at ih ⊢
    linear_combination (1 - s) * ih

/-- Entropy balance for a normalised geometric mixture `m` of `p` and `q` with weights `t`
and `1-t`, seen from any normalised `r`. -/
theorem mixture_balance {p q m r : ι → ℝ} {t c : ℝ} (hm : ∑ i, m i = 1) (hr : ∑ i, r i = 1)
    (h : ∀ i, Real.log (m i) = t * Real.log (p i) + (1 - t) * Real.log (q i) - c) :
    t * relEntropy r p + (1 - t) * relEntropy r q
      = relEntropy r m + t * relEntropy m p + (1 - t) * relEntropy m q := by
  -- the weighted relative entropies differ from `D(x, m)` by a constant
  have key : ∀ x : ι → ℝ, ∑ i, x i = 1 →
      t * relEntropy x p + (1 - t) * relEntropy x q - relEntropy x m + c = 0 := by
    intro x hx
    have hc : ∑ i, x i * c = c := by rw [← Finset.sum_mul, hx, one_mul]
    have h0 : t * relEntropy x p + (1 - t) * relEntropy x q - relEntropy x m
        + ∑ i, x i * c = 0 := by
      simp only [relEntropy, Finset.mul_sum]
      rw [← Finset.sum_add_distrib, ← Finset.sum_sub_distrib, ← Finset.sum_add_distrib]
      refine Finset.sum_eq_zero fun i _ => ?_
      rw [h i]
      ring
    rwa [hc] at h0
  have hmm : relEntropy m m = 0 := by simp [relEntropy]
  linear_combination key r hr - key m hm - hmm

/-- The entropy balance for the populations after `n` damped updates. -/
theorem dampedIter_balance [Nonempty ι] (b s : ℝ) (E : ι → ℝ) {p₀ r : ι → ℝ}
    (hp : IsPosProb p₀) (hr : ∑ i, r i = 1) (n : ℕ) :
    (1 - s) ^ n * relEntropy r p₀ + (1 - (1 - s) ^ n) * relEntropy r (gibbs b E)
      = relEntropy r (dampedIter b s E p₀ n)
        + (1 - s) ^ n * relEntropy (dampedIter b s E p₀ n) p₀
        + (1 - (1 - s) ^ n) * relEntropy (dampedIter b s E p₀ n) (gibbs b E) := by
  obtain ⟨j⟩ := ‹Nonempty ι›
  have : Nonempty ι := ⟨j⟩
  refine mixture_balance (c := (1 - s) ^ n * (Real.log (p₀ j) - Real.log (gibbs b E j))
    - (Real.log (dampedIter b s E p₀ n j) - Real.log (gibbs b E j)))
    (dampedIter_isPosProb b s E hp n).2 hr fun i => ?_
  linear_combination log_deviation_dampedIter b s E hp n i j

/-- A damped update never raises the free energy. -/
theorem freeEnergy_dampedStep_le [Nonempty ι] {b s : ℝ} (hb : 0 < b) (hs : 0 < s)
    (hs1 : s ≤ 1) (E : ι → ℝ) {p : ι → ℝ} (hp : IsPosProb p) :
    freeEnergy b E (dampedStep b s E p) ≤ freeEnergy b E p := by
  have hm : IsPosProb (dampedStep b s E p) := dampedIter_isPosProb b s E hp 1
  have hbal := dampedIter_balance b s E hp hp.2 1
  change _ = relEntropy p (dampedStep b s E p)
    + (1 - s) ^ 1 * relEntropy (dampedStep b s E p) p
    + (1 - (1 - s) ^ 1) * relEntropy (dampedStep b s E p) (gibbs b E) at hbal
  have hpp : relEntropy p p = 0 := by simp [relEntropy]
  rw [hpp, pow_one, mul_zero, zero_add, sub_sub_cancel] at hbal
  have h1 := relEntropy_nonneg hp hm
  have h2 := mul_nonneg (sub_nonneg.2 hs1) (relEntropy_nonneg hm hp)
  have hD : relEntropy (dampedStep b s E p) (gibbs b E) ≤ relEntropy p (gibbs b E) :=
    le_of_mul_le_mul_left (by linarith) hs
  have h3 := mul_le_mul_of_nonneg_left hD (one_div_pos.2 hb).le
  rw [← excess_eq_relEntropy hb.ne' E hm.2, ← excess_eq_relEntropy hb.ne' E hp.2] at h3
  linarith

/-- After `n ≥ 1` damped updates the free-energy excess is at most
`(1/b) D(q, p₀) t/(1-t)` with `t = (1-s)^n` and `q` the Gibbs weights. -/
theorem excess_dampedIter_le [Nonempty ι] {b s : ℝ} (hb : 0 < b) (hs : 0 < s) (hs1 : s ≤ 1)
    (E : ι → ℝ) {p₀ : ι → ℝ} (hp : IsPosProb p₀) {n : ℕ} (hn : 1 ≤ n) :
    freeEnergy b E (dampedIter b s E p₀ n) - equilibriumFreeEnergy b E
      ≤ (1 / b) * relEntropy (gibbs b E) p₀ * ((1 - s) ^ n / (1 - (1 - s) ^ n)) := by
  have hq := gibbs_isPosProb b E
  have hm := dampedIter_isPosProb b s E hp n
  have ht0 : 0 ≤ (1 - s) ^ n := pow_nonneg (by linarith) n
  have ht1 : (1 - s) ^ n < 1 := pow_lt_one₀ (by linarith) (by linarith) (by omega)
  -- the balance seen from equilibrium, where `D(q, q) = 0`
  have hbal := dampedIter_balance b s E hp hq.2 n
  have hqq : relEntropy (gibbs b E) (gibbs b E) = 0 := by simp [relEntropy]
  rw [hqq, mul_zero, add_zero] at hbal
  have h1 := relEntropy_nonneg hq hm
  have h2 := mul_nonneg ht0 (relEntropy_nonneg hm hp)
  rw [excess_eq_relEntropy hb.ne' E hm.2, mul_assoc]
  refine mul_le_mul_of_nonneg_left ?_ (one_div_pos.2 hb).le
  rw [← mul_div_assoc, le_div_iff₀ (sub_pos.2 ht1), mul_comm,
    mul_comm (relEntropy (gibbs b E) p₀)]
  linarith

/-- The free energy of the damped iterates converges to the equilibrium free energy. -/
theorem tendsto_freeEnergy_dampedIter [Nonempty ι] {b s : ℝ} (hb : 0 < b) (hs : 0 < s)
    (hs1 : s ≤ 1) (E : ι → ℝ) {p₀ : ι → ℝ} (hp : IsPosProb p₀) :
    Tendsto (fun n => freeEnergy b E (dampedIter b s E p₀ n)) atTop
      (𝓝 (equilibriumFreeEnergy b E)) := by
  have ht : Tendsto (fun n : ℕ => (1 - s) ^ n) atTop (𝓝 0) :=
    tendsto_pow_atTop_nhds_zero_of_lt_one (by linarith) (by linarith)
  have hu : Tendsto (fun n : ℕ => (1 / b) * relEntropy (gibbs b E) p₀
      * ((1 - s) ^ n / (1 - (1 - s) ^ n))) atTop
      (𝓝 ((1 / b) * relEntropy (gibbs b E) p₀ * (0 / (1 - 0)))) :=
    (ht.div (ht.const_sub 1) (by norm_num)).const_mul _
  rw [zero_div, mul_zero] at hu
  -- squeeze the excess between zero and the bound
  have hz : Tendsto (fun n => freeEnergy b E (dampedIter b s E p₀ n)
      - equilibriumFreeEnergy b E) atTop (𝓝 0) := by
    refine squeeze_zero' (Eventually.of_forall fun n => ?_)
      (eventually_atTop.2 ⟨1, fun n hn => excess_dampedIter_le hb hs hs1 E hp hn⟩) hu
    have hm := dampedIter_isPosProb b s E hp n
    rw [excess_eq_relEntropy hb.ne' E hm.2]
    exact mul_nonneg (one_div_pos.2 hb).le (relEntropy_nonneg hm (gibbs_isPosProb b E))
  have h := hz.add_const (equilibriumFreeEnergy b E)
  simpa only [sub_add_cancel, zero_add] using h

end

end DampedGibbsIteration
```

```lean
#print axioms DampedGibbsIteration.freeEnergy_dampedStep_le
#print axioms DampedGibbsIteration.tendsto_freeEnergy_dampedIter
```

```
'DampedGibbsIteration.freeEnergy_dampedStep_le' depends on axioms: [propext, Classical.choice, Quot.sound]
'DampedGibbsIteration.tendsto_freeEnergy_dampedIter' depends on axioms: [propext, Classical.choice, Quot.sound]
```

## The bound after n updates

Let E(i) be the energy of level i and b > 0 the inverse temperature. The partition function, Gibbs weights and equilibrium free energy are

Z = Σⱼ exp(−b E(j)), q(i) = exp(−b E(i))/Z, F = −(1/b) ln Z.

For populations p and r, the free-energy functional and the relative entropy are

A(p) = Σᵢ p(i) E(i) + (1/b) Σᵢ p(i) ln p(i),

D(p,r) = Σᵢ p(i) (ln p(i) − ln r(i)).

One update with damping parameter s, where 0 < s ≤ 1, is

pₙ₊₁(i) = pₙ(i)^(1−s) exp(−s b E(i)) / Sₙ,

where Sₙ is the sum of the numerators over all levels. Write t = (1−s)ⁿ. The theorem `excess_dampedIter_le` says that for every strictly positive, normalised p₀ and every n ≥ 1,

A(pₙ) − F ≤ (1/b) D(q,p₀) t/(1−t).

With s = 1/2 the last factor is 1/(2ⁿ − 1), so it takes the values 1, 1/3 and 1/7 after one, two and three updates. With s = 1 it vanishes: a single undamped update lands on the Gibbs weights. For s < 1 these factors limit the excess but do not give its actual rate of decay: an expansion for small t, which is not part of the Lean code, shows that the excess is at most of order t², while the bound falls only as t.

Two further theorems complete the picture under the same conditions on b, s and the populations. `freeEnergy_dampedStep_le` states that no update raises the free energy, and `tendsto_freeEnergy_dampedIter` that A(pₙ) converges to F.

## Levels, populations and damping in Lean

The finite type `ι` labels the states, so a degenerate energy appears once for each state that has it. The assumption `[Nonempty ι]` requires at least one state. Energies and populations are functions `ι → ℝ`, and `IsPosProb p` says that all populations are positive and sum to one. The definitions `partitionFn`, `gibbs`, `equilibriumFreeEnergy`, `freeEnergy` and `relEntropy` are Z, q, F, A and D. Boltzmann's constant is set to one, so 1/b is the temperature in energy units.

`dampedWeight` is the numerator of the update, `dampedStep` divides it by its sum, and `dampedIter b s E p₀ n` is pₙ, with index 0 for the initial populations. The parameter s is the fraction of the way to the Gibbs weights that one step covers on the logarithmic scale, up to normalisation.

Positivity of p₀ means that every state is populated at the start. This matters for the iteration: for s < 1 an empty state would stay empty under the update, and the Gibbs weights could not be reached.

The model describes populations only, without coherences, and its energies do not depend on the populations. Damping also appears in finite-temperature self-consistent electronic-structure calculations, but there it usually mixes densities, potentials or Hamiltonian matrices, and the levels generally change from one iteration to the next; the bound applies to a fixed finite spectrum and gives no guarantee for such a loop.

## The excess is a relative entropy

Taking the logarithm of the Gibbs weights gives ln q(i) = −b E(i) − ln Z, which is `log_gibbs`. For normalised p it follows that

D(p,q) = Σᵢ p(i) ln p(i) + b Σᵢ p(i) E(i) + ln Z.

Division by b turns the right-hand side into A(p) − F, so

A(p) − F = (1/b) D(p,q).

This is `excess_eq_relEntropy`. Normalisation enters where the constant ln Z is pulled out of the sum.

Relative entropy is nonnegative for positive normalised p and r. The inequality ln x ≤ x − 1 at x = r(i)/p(i), multiplied by p(i), gives

p(i) (ln p(i) − ln r(i)) ≥ p(i) − r(i),

and the right-hand side sums to zero. `relEntropy_nonneg` follows this argument term by term.

## Each update multiplies differences of logarithmic deviations by 1 − s

The logarithm of the update is

ln pₙ₊₁(i) = (1−s) ln pₙ(i) − s b E(i) − ln Sₙ.

Let dₙ(i) = ln pₙ(i) − ln q(i). Replacing −b E(i) by ln q(i) + ln Z and subtracting ln q(i) gives

dₙ₊₁(i) = (1−s) dₙ(i) + s ln Z − ln Sₙ.

The last two terms are the same for all levels and cancel in a difference. Repeating the step n times therefore yields

dₙ(i) − dₙ(j) = t (d₀(i) − d₀(j)).

`log_deviation_dampedIter` proves this by induction on n. Its intermediate statement `hl` is the logarithm of the update, and the final `linear_combination` multiplies the induction hypothesis by 1 − s. The logarithms are legitimate because `dampedIter_isPosProb` keeps all populations positive.

Now fix one level j and set c = t d₀(j) − dₙ(j). The last equation becomes

ln pₙ(i) = t ln p₀(i) + (1−t) ln q(i) − c.

Thus pₙ is the normalised geometric mixture of p₀ and q with weights t and 1−t.

## An entropy balance gives the bound

Write m = pₙ and let x be any normalised populations. In the combination t D(x,p₀) + (1−t) D(x,q) − D(x,m) the terms with ln x(i) cancel, since their coefficients are t, 1−t and −1. What remains is

Σᵢ x(i) (ln m(i) − t ln p₀(i) − (1−t) ln q(i)) = −c.

The result does not depend on x. Equating its values at x = r and x = m, and using D(m,m) = 0, gives

t D(r,p₀) + (1−t) D(r,q) = D(r,m) + t D(m,p₀) + (1−t) D(m,q).

In `mixture_balance` the statement `key` is the calculation for general x, and the closing `linear_combination` subtracts its two instances. `dampedIter_balance` supplies the constant c found above.

Setting r = q removes D(q,q) from the left:

t D(q,p₀) = D(q,pₙ) + t D(pₙ,p₀) + (1−t) D(pₙ,q).

The first two terms on the right are nonnegative. Dropping them leaves

(1−t) D(pₙ,q) ≤ t D(q,p₀).

Since n ≥ 1 and 0 < s ≤ 1, we have t < 1, so division by 1−t is allowed. Multiplying by 1/b and using the formula for the excess gives the bound. The proof of `excess_dampedIter_le` does the same: `ht1` is t < 1, `le_div_iff₀` clears the denominator, and `linarith` drops the nonnegative terms.

## Descent at every step and convergence

For a single update from p to p′, the balance holds with t = 1−s. Choosing r = p gives

s D(p,q) = D(p,p′) + (1−s) D(p′,p) + s D(p′,q).

Hence D(p′,q) ≤ D(p,q), and so A(p′) ≤ A(p). This is the argument in `freeEnergy_dampedStep_le`.

For convergence, the excess lies between zero and the main bound for all n ≥ 1. As n grows, t tends to zero and so does t/(1−t). `tendsto_freeEnergy_dampedIter` carries out this squeeze and then adds F back.

## Density matrices instead of populations

The state could also be modelled as a positive definite density matrix ρ with Hamiltonian H, updated to exp((1−s) ln ρ − s b H) divided by its trace. This would admit initial coherences between energy eigenstates. Because ln ρ and H need not commute, the exponential of the sum would replace the product of a power and a Boltzmann factor. The balance would carry over with traces in place of sums, and the nonnegativity of relative entropy would follow from Klein's inequality, which would take the place of the termwise estimate used here.
